# The quartic force field of a Morse oscillator is too steep on stretching and too soft on compression

The quartic Taylor polynomial x² − x³ + 7x⁴/12 of the Morse curve (1 − exp(−x))² lies strictly above the curve for every x > 0 and strictly below it for every x < 0. More generally, let

V(x) = D(1 − exp(−ax))², with D > 0 and a > 0,

where x is the displacement from the minimum, D the well depth and a the range parameter. Let P_N be the Taylor polynomial of V of order N at x = 0. For N ≥ 1 and x ≠ 0, the error P_N(x) − V(x) has the sign of (−1)^N x^(N+1).

Quartic force fields are the usual input of second-order vibrational perturbation theory. For a single Morse stretch, the result gives the direction in which such an input departs from the potential at each geometry; it does not give the resulting error in the energy levels.

## The sign of the Taylor error

Write u = exp(−ax) and define, for m ≥ 0,

W_m(x) = D((−2a)^m u² − 2(−a)^m u).

Since u' = −au and (u²)' = −2au², we have W_m' = W_(m+1). Expanding the square gives V = W_0 + D, so the derivative of V of order m is W_m for every m ≥ 1.

Let T_k f be the Taylor polynomial of f of order k at 0, so that P_N = T_N V. Differentiating term by term gives

(T_(k+1) f)' = T_k (f').

The first step is to show that, for m ≥ 0, k ≥ 0 and x ≠ 0, the error T_k W_(m+1) − W_(m+1) has the sign of (−1)^(m+1+k) x^(k+1). For k = 0 the error is

W_(m+1)(0) − W_(m+1)(x) = D(−a)^(m+1) (2^(m+1)(1 − u²) − 2(1 − u))
= D(−a)^(m+1) (1 − u)(2^(m+1)(1 + u) − 2).

The last factor is at least 2u, hence positive, and 1 − u has the sign of x. The product therefore has the sign of (−1)^(m+1) x.

To go from k to k + 1, put g = T_(k+1) W_(m+1) − W_(m+1). Then g(0) = 0, and g' = T_k W_(m+2) − W_(m+2) has the sign of (−1)^(m+2+k) x^(k+1) by induction. The mean value theorem gives g(x) = g'(c)x with c strictly between 0 and x. As c and x have the same sign, g has the sign of g' with one more power of x, as required.

The same argument applied to P_N − V, whose derivative is T_(N−1) W_1 − W_1, gives the sign (−1)^N x^(N+1). Order 0 is excluded because P_0 = 0 lies below the curve on both sides.

For odd N, the power x^(N+1) is positive and the polynomial lies below the curve everywhere except at the minimum. For N = 4 the sign is that of x⁵. The derivatives of V at 0 of orders 2, 3 and 4 are 2Da², −6Da³ and 14Da⁴, while V(0) = V'(0) = 0, so

P_4(x) = D((ax)² − (ax)³ + 7(ax)⁴/12).

For the slopes, P_4' − V' = T_3 W_1 − W_1 has the sign of x⁴, so P_4' > V' for all x ≠ 0. On stretching, V' = 2Da u(1 − u) is positive, hence 0 < V' < P_4'. On compression, with t = ax < 0,

P_4' = Da(2t − 3t² + 7t³/3) < 0,

hence V' < P_4' < 0: the restoring force of the quartic has the right direction but is too weak.

## The curve and its force field in Lean

```lean
import Mathlib

open Finset

namespace MorseForceField

noncomputable section
```

The potential is a function of one real displacement, with positive x for stretching. All real x are allowed, including compressions beyond the point where the nuclei would meet.

```lean
/-- The Morse curve with well depth `D` and range parameter `a`, as a function of the
displacement `x` from the minimum. -/
def morse (D a x : ℝ) : ℝ := D * (1 - Real.exp (-(a * x))) ^ 2
```

The force field is the Taylor sum itself, built from the iterated derivatives at 0. The force constants are these derivatives, and the factor 1/j! is written separately.

```lean
/-- The force field of order `N` of a potential `V`: its Taylor polynomial at the
reference geometry `x = 0`. -/
def forceField (V : ℝ → ℝ) (N : ℕ) (x : ℝ) : ℝ :=
  ∑ j ∈ range (N + 1), iteratedDeriv j V 0 / (j.factorial : ℝ) * x ^ j
```

The function W_m is `morseDeriv D a m`. At index 0 it equals V − D, not V.

```lean
/-- A combination of the two Morse exponentials, with weights set by the integer `m`. -/
def morseDeriv (D a : ℝ) (m : ℕ) (x : ℝ) : ℝ :=
  D * ((-(2 * a)) ^ m * Real.exp (-(a * x)) ^ 2 - 2 * (-a) ^ m * Real.exp (-(a * x)))
```

## Derivatives of the curve and of the polynomial

The next two lemmas are W_m' = W_(m+1) and V' = W_1. The second writes V as W_0 plus the constant D.

```lean
/-- Differentiating the combination of exponentials with index `m` gives the one with
index `m + 1`. -/
theorem hasDerivAt_morseDeriv (D a : ℝ) (m : ℕ) (x : ℝ) :
    HasDerivAt (morseDeriv D a m) (morseDeriv D a (m + 1) x) x := by
  have e : HasDerivAt (fun y => Real.exp (-(a * y)))
      (Real.exp (-(a * x)) * (-(a * 1))) x :=
    (((hasDerivAt_id' x).const_mul a).fun_neg).exp
  have h := (((e.fun_pow 2).const_mul ((-(2 * a)) ^ m)).fun_sub
    (e.const_mul (2 * (-a) ^ m))).const_mul D
  exact h.congr_deriv (by
    simp only [morseDeriv, Nat.reduceSub, Nat.cast_ofNat]
    ring)

/-- The slope of the Morse curve is the combination of exponentials with index 1. -/
theorem hasDerivAt_morse (D a x : ℝ) :
    HasDerivAt (morse D a) (morseDeriv D a 1 x) x := by
  have e : morse D a = fun y => morseDeriv D a 0 y + D := by
    funext y
    simp only [morse, morseDeriv, pow_zero]
    ring
  rw [e]
  exact (hasDerivAt_morseDeriv D a 0 x).add_const D
```

The rule (T_(k+1) f)' = T_k (f') follows by splitting off the constant term, differentiating the rest and cancelling j + 1 against (j + 1)!.

```lean
/-- The slope of the force field of order `N + 1` is the force field of order `N` of the
slope of the potential. -/
theorem hasDerivAt_forceField (V : ℝ → ℝ) (N : ℕ) (x : ℝ) :
    HasDerivAt (forceField V (N + 1)) (forceField (deriv V) N x) x := by
  have e : forceField V (N + 1) = fun y => (∑ j ∈ range (N + 1),
      iteratedDeriv (j + 1) V 0 / ((j + 1).factorial : ℝ) * y ^ (j + 1)) + V 0 := by
    funext y
    unfold forceField
    rw [Finset.sum_range_succ' _ (N + 1)]
    simp
  have h : HasDerivAt (fun y => ∑ j ∈ range (N + 1),
      iteratedDeriv (j + 1) V 0 / ((j + 1).factorial : ℝ) * y ^ (j + 1))
      (∑ j ∈ range (N + 1), iteratedDeriv (j + 1) V 0 / ((j + 1).factorial : ℝ) *
        (((j : ℝ) + 1) * x ^ j)) x := by
    refine HasDerivAt.fun_sum fun j _ => ?_
    exact ((hasDerivAt_pow (j + 1) x).const_mul _).congr_deriv (by simp)
  rw [e]
  refine (h.add_const (V 0)).congr_deriv ?_
  unfold forceField
  refine Finset.sum_congr rfl fun j _ => ?_
  have hj : (j.factorial : ℝ) ≠ 0 := by positivity
  rw [iteratedDeriv_succ', Nat.factorial_succ]
  push_cast
  field_simp
```

## From the sign of a slope to the sign of an error

A statement that g has the sign of s x^k is written as positivity of a product, `0 < s * x ^ k * g x`, which treats both sides of the minimum together. In the proof, `key` supplies the point c of the mean value theorem with x/c > 0. The conclusion then follows from

s x^(k+1) g(x) = (x/c)^k · (s c^k g'(c)) · x².

```lean
/-- Let `g` be differentiable on the whole real line, including at 0, with derivative `g'`. If `g`
vanishes at 0 and `s x^k g'(x)` is positive for all `x ≠ 0`, then `s x^(k+1) g(x)` is positive for
all `x ≠ 0`. -/
theorem sign_step {g g' : ℝ → ℝ} (hd : ∀ x, HasDerivAt g (g' x) x) (h0 : g 0 = 0)
    (s : ℝ) (k : ℕ) (h : ∀ x, x ≠ 0 → 0 < s * x ^ k * g' x) (x : ℝ) (hx : x ≠ 0) :
    0 < s * x ^ (k + 1) * g x := by
  have hcont : Continuous g := continuous_iff_continuousAt.2 fun y => (hd y).continuousAt
  -- mean value theorem between 0 and x, on either side
  have key : ∃ c, c ≠ 0 ∧ 0 < x / c ∧ g x = g' c * x := by
    rcases lt_or_gt_of_ne hx with hneg | hpos
    · obtain ⟨c, hc, e⟩ := exists_hasDerivAt_eq_slope g g' hneg hcont.continuousOn
        (fun y _ => hd y)
      refine ⟨c, hc.2.ne, div_pos_of_neg_of_neg hneg hc.2, ?_⟩
      rw [e, h0, zero_sub, zero_sub, neg_div_neg_eq, div_mul_cancel₀ _ hx]
    · obtain ⟨c, hc, e⟩ := exists_hasDerivAt_eq_slope g g' hpos hcont.continuousOn
        (fun y _ => hd y)
      refine ⟨c, hc.1.ne', div_pos hpos hc.1, ?_⟩
      rw [e, h0, sub_zero, sub_zero, div_mul_cancel₀ _ hx]
  obtain ⟨c, hc, ht, e⟩ := key
  have hxk : x ^ k = (x / c) ^ k * c ^ k := by
    rw [← mul_pow, div_mul_cancel₀ _ hc]
  have hp : 0 < (x / c) ^ k * (s * c ^ k * g' c) * x ^ 2 :=
    mul_pos (mul_pos (pow_pos ht k) (h c hc)) (by positivity)
  have e2 : s * x ^ (k + 1) * g x = (x / c) ^ k * (s * c ^ k * g' c) * x ^ 2 := by
    rw [e, pow_succ, hxk]
    ring
  rw [e2]
  exact hp
```

The induction on k follows. In the `zero` case, `hd` is the factorisation in u, `hxu` says that x(1 − u) > 0, and `hfac` is the positivity of the last factor. The `succ` case applies `sign_step`, with the induction hypothesis taken at m + 1; this is why the statement is made for all m at once.

```lean
/-- For `D, a > 0` and `x ≠ 0`, the order-`k` Taylor error of the combination of
exponentials with index `m + 1` has the sign of `(-1)^(m+1+k) x^(k+1)`. -/
theorem morseDeriv_sign {D a : ℝ} (hD : 0 < D) (ha : 0 < a) (k : ℕ) :
    ∀ (m : ℕ) (x : ℝ), x ≠ 0 → 0 < (-1) ^ (m + 1 + k) * x ^ (k + 1) *
      (forceField (morseDeriv D a (m + 1)) k x - morseDeriv D a (m + 1) x) := by
  induction k with
  | zero =>
    intro m x hx
    have hf : forceField (morseDeriv D a (m + 1)) 0 x = morseDeriv D a (m + 1) 0 := by
      simp [forceField]
    have h1 : (-(2 * a)) ^ (m + 1) = (-1) ^ (m + 1) * 2 ^ (m + 1) * a ^ (m + 1) := by
      rw [← mul_pow, ← mul_pow]
      congr 1
      ring
    have h2 : (-a) ^ (m + 1) = (-1) ^ (m + 1) * a ^ (m + 1) := by
      rw [← mul_pow]
      congr 1
      ring
    have h3 : (-1 : ℝ) ^ (m + 1) * (-1) ^ (m + 1) = 1 := by
      rw [← mul_pow]
      norm_num
    -- the difference factorises in the variable exp(-ax)
    have hd : morseDeriv D a (m + 1) 0 - morseDeriv D a (m + 1) x =
        (-1) ^ (m + 1) * (D * a ^ (m + 1) * ((1 - Real.exp (-(a * x))) *
          (2 ^ (m + 1) * (1 + Real.exp (-(a * x))) - 2))) := by
      simp only [morseDeriv, h1, h2, mul_zero, neg_zero, Real.exp_zero]
      ring
    have e : ∀ s c : ℝ, s * s = 1 → s * x * (s * c) = x * c :=
      fun s c h => by linear_combination x * c * h
    have hxu : 0 < x * (1 - Real.exp (-(a * x))) := by
      rcases lt_or_gt_of_ne hx with hneg | hpos
      · have : 1 < Real.exp (-(a * x)) :=
          Real.one_lt_exp_iff.2 (neg_pos.2 (mul_neg_of_pos_of_neg ha hneg))
        exact mul_pos_of_neg_of_neg hneg (by linarith)
      · have : Real.exp (-(a * x)) < 1 :=
          Real.exp_lt_one_iff.2 (neg_lt_zero.2 (mul_pos ha hpos))
        exact mul_pos hpos (by linarith)
    have hfac : 0 < 2 ^ (m + 1) * (1 + Real.exp (-(a * x))) - 2 := by
      have hm : (1 : ℝ) ≤ 2 ^ m := one_le_pow₀ (by norm_num)
      have hu : 0 < (2 : ℝ) ^ m * Real.exp (-(a * x)) := by positivity
      rw [pow_succ]
      nlinarith
    rw [add_zero, zero_add, pow_one, hf, hd, e _ _ h3]
    have hp := mul_pos (mul_pos hD (pow_pos ha (m + 1))) (mul_pos hxu hfac)
    exact hp.trans_eq (by ring)
  | succ k ih =>
    intro m x hx
    have hder : deriv (morseDeriv D a (m + 1)) = morseDeriv D a (m + 1 + 1) :=
      funext fun y => (hasDerivAt_morseDeriv D a (m + 1) y).deriv
    refine sign_step
      (g := fun y => forceField (morseDeriv D a (m + 1)) (k + 1) y - morseDeriv D a (m + 1) y)
      (g' := fun y => forceField (morseDeriv D a (m + 1 + 1)) k y
        - morseDeriv D a (m + 1 + 1) y) ?_ ?_ _ (k + 1) ?_ x hx
    · intro y
      have h := hasDerivAt_forceField (morseDeriv D a (m + 1)) k y
      rw [hder] at h
      exact h.fun_sub (hasDerivAt_morseDeriv D a (m + 1) y)
    · simp [forceField, Finset.sum_range_succ' _ (k + 1)]
    · intro y hy
      have h := ih (m + 1) y hy
      rwa [show m + 1 + 1 + k = m + 1 + (k + 1) by omega] at h
```

One more use of `sign_step` passes from W_1 to the Morse curve and gives the general theorem.

```lean
/-- For `D, a > 0`, any order `N ≥ 1` and `x ≠ 0`, the error of the order-`N` force field
of the Morse curve has the sign of `(-1)^N x^(N+1)`. -/
theorem forceField_morse_sign {D a : ℝ} (hD : 0 < D) (ha : 0 < a) {N : ℕ} (hN : 1 ≤ N)
    (x : ℝ) (hx : x ≠ 0) :
    0 < (-1) ^ N * x ^ (N + 1) * (forceField (morse D a) N x - morse D a x) := by
  obtain ⟨k, rfl⟩ : ∃ k, N = k + 1 := ⟨N - 1, by omega⟩
  have hder : deriv (morse D a) = morseDeriv D a 1 :=
    funext fun y => (hasDerivAt_morse D a y).deriv
  refine sign_step (g := fun y => forceField (morse D a) (k + 1) y - morse D a y)
    (g' := fun y => forceField (morseDeriv D a 1) k y - morseDeriv D a 1 y)
    ?_ ?_ _ (k + 1) ?_ x hx
  · intro y
    have h := hasDerivAt_forceField (morse D a) k y
    rw [hder] at h
    exact h.fun_sub (hasDerivAt_morse D a y)
  · simp [forceField, Finset.sum_range_succ' _ (k + 1)]
  · intro y hy
    have h := morseDeriv_sign hD ha k 0 y hy
    rw [show 0 + 1 + k = k + 1 by omega] at h
    exact h
```

## Odd orders and the quartic

For odd N the prefactor is −x^(N+1), which is negative, so the error must be negative too.

```lean
/-- For `D, a > 0`, every force field of odd order lies strictly below the Morse curve at
every `x ≠ 0`. -/
theorem odd_forceField_lt_morse {D a : ℝ} (hD : 0 < D) (ha : 0 < a) {N : ℕ} (hN : Odd N)
    (x : ℝ) (hx : x ≠ 0) : forceField (morse D a) N x < morse D a x := by
  have h := forceField_morse_sign hD ha hN.pos x hx
  have hp : 0 < x ^ (N + 1) := hN.add_one.pow_pos hx
  rw [hN.neg_one_pow] at h
  by_contra hc
  have := mul_nonneg hp.le (sub_nonneg.2 (not_lt.1 hc))
  linarith
```

The explicit quartic is derived from the Taylor sum: `h` identifies the iterated derivatives with `morseDeriv`, and the values at 0 are then inserted.

```lean
/-- The quartic force field of the Morse curve is `D((ax)² - (ax)³ + 7(ax)⁴/12)`. -/
theorem quartic_eq (D a x : ℝ) : forceField (morse D a) 4 x =
    D * ((a * x) ^ 2 - (a * x) ^ 3 + 7 / 12 * (a * x) ^ 4) := by
  have h : ∀ j, iteratedDeriv (j + 1) (morse D a) = morseDeriv D a (j + 1) := by
    intro j
    induction j with
    | zero =>
      rw [iteratedDeriv_succ, iteratedDeriv_zero]
      exact funext fun y => (hasDerivAt_morse D a y).deriv
    | succ j ih =>
      rw [iteratedDeriv_succ, ih]
      exact funext fun y => (hasDerivAt_morseDeriv D a (j + 1) y).deriv
  have h1 : iteratedDeriv 1 (morse D a) = morseDeriv D a 1 := h 0
  have h2 : iteratedDeriv 2 (morse D a) = morseDeriv D a 2 := h 1
  have h3 : iteratedDeriv 3 (morse D a) = morseDeriv D a 3 := h 2
  have h4 : iteratedDeriv 4 (morse D a) = morseDeriv D a 4 := h 3
  simp only [forceField, Finset.sum_range_succ, Finset.sum_range_zero, zero_add,
    h1, h2, h3, h4, iteratedDeriv_zero]
  simp only [morse, morseDeriv, mul_zero, neg_zero, Real.exp_zero, Nat.factorial]
  push_cast
  ring
```

Setting N = 4 in the general theorem and rewriting with `quartic_eq` gives the two strict inequalities. The opening statement is the case D = a = 1.

```lean
/-- For `D, a > 0`, the quartic Taylor polynomial of the Morse curve lies strictly above
the curve for every `x > 0` and strictly below it for every `x < 0`. -/
theorem quartic_above_and_below {D a : ℝ} (hD : 0 < D) (ha : 0 < a) (x : ℝ) :
    (0 < x → morse D a x < D * ((a * x) ^ 2 - (a * x) ^ 3 + 7 / 12 * (a * x) ^ 4)) ∧
    (x < 0 → D * ((a * x) ^ 2 - (a * x) ^ 3 + 7 / 12 * (a * x) ^ 4) < morse D a x) := by
  rw [← quartic_eq]
  have h4 : (-1 : ℝ) ^ 4 = 1 := by norm_num
  constructor
  · intro hx
    have h := forceField_morse_sign hD ha (N := 4) (by norm_num) x hx.ne'
    rw [h4, one_mul] at h
    exact sub_pos.1 ((mul_pos_iff_of_pos_left (pow_pos hx _)).1 h)
  · intro hx
    have h := forceField_morse_sign hD ha (N := 4) (by norm_num) x hx.ne
    rw [h4, one_mul] at h
    have hp : x ^ (4 + 1) < 0 := Odd.pow_neg (by decide) hx
    by_contra hc
    have := mul_nonneg (neg_nonneg.2 hp.le) (sub_nonneg.2 (not_lt.1 hc))
    linarith
```

The last theorem makes "too steep" and "too soft" precise as statements about slopes. The comparison `hlt` is `morseDeriv_sign` with k = 3 and m = 0. The sign of V' on stretching comes from its closed form, and the sign of P_4' on compression from differentiating the explicit quartic.

```lean
/-- For `D, a > 0`, the quartic force field rises more steeply than the Morse curve on
stretching, and on compression its slope is negative but smaller in size than that of the
curve. -/
theorem quartic_slope {D a : ℝ} (hD : 0 < D) (ha : 0 < a) (x : ℝ) :
    (0 < x → 0 < deriv (morse D a) x ∧
      deriv (morse D a) x < deriv (forceField (morse D a) 4) x) ∧
    (x < 0 → deriv (morse D a) x < deriv (forceField (morse D a) 4) x ∧
      deriv (forceField (morse D a) 4) x < 0) := by
  have hder : deriv (morse D a) = morseDeriv D a 1 :=
    funext fun y => (hasDerivAt_morse D a y).deriv
  have hlt : x ≠ 0 → deriv (morse D a) x < deriv (forceField (morse D a) 4) x := by
    intro hx
    have h := morseDeriv_sign hD ha 3 0 x hx
    have hp : 0 < x ^ (3 + 1) := Even.pow_pos (by decide) hx
    rw [show (-1 : ℝ) ^ (0 + 1 + 3) = 1 by norm_num, one_mul] at h
    have hs := sub_pos.1 ((mul_pos_iff_of_pos_left hp).1 h)
    rw [(hasDerivAt_forceField (morse D a) 3 x).deriv, hder]
    exact hs
  refine ⟨fun hx => ⟨?_, hlt hx.ne'⟩, fun hx => ⟨hlt hx.ne, ?_⟩⟩
  · have hu : Real.exp (-(a * x)) < 1 :=
      Real.exp_lt_one_iff.2 (neg_lt_zero.2 (mul_pos ha hx))
    have hp := mul_pos (mul_pos hD ha)
      (mul_pos (Real.exp_pos (-(a * x))) (sub_pos.2 hu))
    rw [hder]
    simp only [morseDeriv, pow_one]
    linarith
  · -- differentiate the explicit quartic
    have l := (hasDerivAt_id' x).const_mul a
    have h := (((l.fun_pow 2).fun_sub (l.fun_pow 3)).fun_add
      ((l.fun_pow 4).const_mul (7 / 12))).const_mul D
    have ht : a * x < 0 := mul_neg_of_pos_of_neg ha hx
    have h3 : (a * x) ^ 3 < 0 := Odd.pow_neg (by decide) ht
    have hneg : D * a * (2 * (a * x) - 3 * (a * x) ^ 2 + 7 / 3 * (a * x) ^ 3) < 0 :=
      mul_neg_of_pos_of_neg (mul_pos hD ha) (by linarith [sq_nonneg (a * x)])
    rw [show forceField (morse D a) 4 = _ from funext (quartic_eq D a), h.deriv]
    simp only [Nat.reduceSub, Nat.cast_ofNat]
    linarith

end

end MorseForceField
```

```lean
#print axioms MorseForceField.odd_forceField_lt_morse
#print axioms MorseForceField.quartic_above_and_below
#print axioms MorseForceField.quartic_slope
```

```
'MorseForceField.odd_forceField_lt_morse' depends on axioms: [propext, Classical.choice, Quot.sound]
'MorseForceField.quartic_above_and_below' depends on axioms: [propext, Classical.choice, Quot.sound]
'MorseForceField.quartic_slope' depends on axioms: [propext, Classical.choice, Quot.sound]
```
